# Positive definiteness of the projector-shifted Sternheimer operator for a gapped Hamiltonian

Let $H$ be a Hermitian operator on a finite-dimensional complex space, with orthonormal eigenstates $v_i$ and real energies $\varepsilon_i$. Split the states into occupied and empty ones so that every empty energy exceeds every occupied one, and let $P=\sum_{i\,\mathrm{occ}}|v_i\rangle\langle v_i|$ project onto the occupied states. For an occupied level $k$ and a real number $a$, the operator

$$A = H-\varepsilon_k+aP$$

is positive definite exactly when $a>\varepsilon_k-\varepsilon_i$ for all occupied $i$. If this holds and $b$ is orthogonal to the occupied states, then $Ax=b$ has exactly one solution, and

$$Ax=b\quad\Longleftrightarrow\quad (H-\varepsilon_k)x=b\ \text{ and }\ \langle v_i,x\rangle=0\ \text{ for all occupied } i.$$

The shift therefore changes the operator without changing the wanted solution. The orthogonality condition on the right matters, because adding any multiple of $v_k$ to $x$ leaves $(H-\varepsilon_k)x$ unchanged.

## Conjugate gradients for the response of occupied orbitals

In linear-response calculations for gapped systems, a static perturbation $V$ of a fixed $H$ leads to one equation per occupied orbital, with $b=-(1-P)Vv_k$. Its solution is the part of the first-order orbital change that lies in the empty space. Solving the equation iteratively avoids computing the empty states.

Conjugate gradients is designed for Hermitian positive definite operators. On the full space $H-\varepsilon_k$ is not one: it has the eigenvalue zero at $v_k$, and negative eigenvalues at occupied states below $k$. The right side has no occupied components in principle, but rounding and incompletely converged orbitals bring some in. The term $aP$ gives these directions positive curvature.

In code, each application of the operator forms

$$y=Hx-\varepsilon_kx+a\sum_{i\,\mathrm{occ}}v_i\langle v_i,x\rangle$$

from the stored occupied orbitals. A single $a$ serves all occupied $k$ if it exceeds the width of the occupied spectrum, the highest occupied energy minus the lowest. Twice that width is enough when the width is nonzero. With a single occupied level, or a fully degenerate occupied set, the width is zero and $a$ needs a positive floor: the case $i=k$ of the bound reads $a>0$.

## Weights on the eigenstates

Write $c_i=\langle v_i,x\rangle$, so that $x=\sum_i c_iv_i$. Then

$$Hx=\sum_i\varepsilon_ic_iv_i,\qquad Px=\sum_{i\,\mathrm{occ}}c_iv_i,$$

and taking the inner product of $Ax$ with $v_i$ gives

$$\langle v_i,Ax\rangle=w_ic_i,\qquad
w_i=\begin{cases}\varepsilon_i-\varepsilon_k+a,& i\text{ occupied},\\ \varepsilon_i-\varepsilon_k,& i\text{ empty}.\end{cases}$$

Inserting the resolution of the identity into the expectation value yields

$$\langle x,Ax\rangle=\sum_i\langle x,v_i\rangle\langle v_i,Ax\rangle=\sum_i w_i|c_i|^2.$$

Suppose $a>\varepsilon_k-\varepsilon_i$ for all occupied $i$. The occupied weights are then positive. The empty weights are positive because $k$ is occupied and every empty energy lies above $\varepsilon_k$. A nonzero $x$ has at least one nonzero coefficient, so the sum is positive. Conversely, if $A$ is positive definite, testing it on an occupied $v_i$ gives $0<\langle v_i,Av_i\rangle=\varepsilon_i-\varepsilon_k+a$, which is the bound.

Now let $b$ be orthogonal to the occupied states. The equation $Ax=b$ is equivalent to $w_ic_i=\langle v_i,b\rangle$ for every $i$. Since no weight vanishes, $c_i=\langle v_i,b\rangle/w_i$ is the only possibility. The occupied coefficients are zero, and the solution is

$$x=\sum_{i\,\mathrm{empty}}\frac{\langle v_i,b\rangle}{\varepsilon_i-\varepsilon_k}\,v_i.$$

The shift $a$ has disappeared from it. As $x$ has no occupied components, $Px=0$, and $Ax=b$ becomes $(H-\varepsilon_k)x=b$. In the other direction, if $x$ solves the unshifted equation and is orthogonal to the occupied states, then $Px=0$ again and $Ax=b$.

For a small example, take energies $0,1,3$ with states numbered from zero, states 0 and 1 occupied, and $k=1$. The eigenvalues of $H-\varepsilon_k$ are $-1,0,2$. The bound requires $a>1$, and $a=2$ turns them into $1,2,2$. For $b=v_2$ the solution is $x=v_2/2$.

## The Lean file

```lean
import Mathlib

open scoped ComplexOrder InnerProductSpace

namespace SternheimerEquation

noncomputable section

variable {ι E : Type*} [Fintype ι] [DecidableEq ι]
  [NormedAddCommGroup E] [InnerProductSpace ℂ E]

/-- The projector onto the occupied states, `P x = ∑ ⟨v i, x⟩ v i` over occupied `i`. -/
def occProj (v : OrthonormalBasis ι ℂ E) (occ : Finset ι) : E →ₗ[ℂ] E where
  toFun x := ∑ i ∈ occ, ⟪v i, x⟫_ℂ • v i
  map_add' x y := by
    simp only [inner_add_right, add_smul, Finset.sum_add_distrib]
  map_smul' c x := by
    simp only [inner_smul_right, mul_smul, Finset.smul_sum, RingHom.id_apply]

/-- The shifted operator `H - e + a P_occ`. -/
def shiftedOp (H : E →ₗ[ℂ] E) (v : OrthonormalBasis ι ℂ E) (occ : Finset ι)
    (e a : ℝ) : E →ₗ[ℂ] E :=
  H - (e : ℂ) • LinearMap.id + (a : ℂ) • occProj v occ

/-- The number `ε i - e`, raised by `a` if the state `i` is occupied. -/
def shiftedEnergy (ε : ι → ℝ) (occ : Finset ι) (e a : ℝ) (i : ι) : ℝ :=
  ε i - e + if i ∈ occ then a else 0

/-- The sum over empty states `∑ ⟨v i, b⟩ / (ε i - ε k) v i`, meant for the case that
no empty energy equals `ε k`. -/
def response (v : OrthonormalBasis ι ℂ E) (ε : ι → ℝ) (occ : Finset ι) (k : ι)
    (b : E) : E :=
  ∑ i ∈ occᶜ, (⟪v i, b⟫_ℂ / ((ε i - ε k : ℝ) : ℂ)) • v i

variable {H : E →ₗ[ℂ] E} {v : OrthonormalBasis ι ℂ E} {ε : ι → ℝ} {occ : Finset ι}

omit [DecidableEq ι] in
/-- Two states with the same coefficients in an orthonormal basis are equal. -/
theorem eq_of_coeff {x y : E} (h : ∀ i, ⟪v i, x⟫_ℂ = ⟪v i, y⟫_ℂ) : x = y := by
  calc x = ∑ i, ⟪v i, x⟫_ℂ • v i := (v.sum_repr' x).symm
    _ = ∑ i, ⟪v i, y⟫_ℂ • v i := by simp only [h]
    _ = y := v.sum_repr' y

/-- If `v` is an eigenbasis of `H` with energies `ε`, the shifted operator multiplies each
coefficient of a state by the corresponding shifted energy. -/
theorem inner_shiftedOp (hH : ∀ i, H (v i) = (ε i : ℂ) • v i) (e a : ℝ) (i : ι) (x : E) :
    ⟪v i, shiftedOp H v occ e a x⟫_ℂ
      = (shiftedEnergy ε occ e a i : ℂ) * ⟪v i, x⟫_ℂ := by
  have hv := orthonormal_iff_ite.mp v.orthonormal
  -- the Hamiltonian acts on coefficients by its eigenvalues
  have h1 : ⟪v i, H x⟫_ℂ = ⟪v i, x⟫_ℂ * (ε i : ℂ) := by
    have hx : H x = ∑ j, (⟪v j, x⟫_ℂ * (ε j : ℂ)) • v j := by
      conv_lhs => rw [← v.sum_repr' x]
      simp only [map_sum, map_smul, hH, smul_smul]
    rw [hx]
    simp only [inner_sum, inner_smul_right, hv, mul_ite, mul_one, mul_zero,
      Finset.sum_ite_eq, Finset.mem_univ, if_true]
  -- the projector keeps the occupied coefficients only
  have h2 : ⟪v i, occProj v occ x⟫_ℂ = if i ∈ occ then ⟪v i, x⟫_ℂ else 0 := by
    change ⟪v i, ∑ j ∈ occ, ⟪v j, x⟫_ℂ • v j⟫_ℂ = _
    simp only [inner_sum, inner_smul_right, hv, mul_ite, mul_one, mul_zero,
      Finset.sum_ite_eq]
  simp only [shiftedOp, LinearMap.add_apply, LinearMap.sub_apply, LinearMap.smul_apply,
    LinearMap.id_apply, inner_add_right, inner_sub_right, inner_smul_right, h1, h2,
    shiftedEnergy]
  split_ifs <;> push_cast <;> ring

/-- In an eigenbasis of `H`, the expectation value of the shifted operator is the sum of the
shifted energies weighted by the squared moduli of the coefficients. -/
theorem expectation_shiftedOp (hH : ∀ i, H (v i) = (ε i : ℂ) • v i) (e a : ℝ) (x : E) :
    ⟪x, shiftedOp H v occ e a x⟫_ℂ
      = ((∑ i, shiftedEnergy ε occ e a i * ‖⟪v i, x⟫_ℂ‖ ^ 2 : ℝ) : ℂ) := by
  rw [← v.sum_inner_mul_inner x (shiftedOp H v occ e a x)]
  push_cast
  refine Finset.sum_congr rfl fun i _ => ?_
  have h : ⟪x, v i⟫_ℂ * ⟪v i, x⟫_ℂ = (‖⟪v i, x⟫_ℂ‖ : ℂ) ^ 2 := by
    rw [← inner_conj_symm x (v i)]
    exact Complex.conj_mul' _
  rw [inner_shiftedOp hH]
  linear_combination (shiftedEnergy ε occ e a i : ℂ) * h

omit [Fintype ι] in
/-- If every empty energy exceeds every occupied one, `k` is occupied and `a > ε k - ε i` for
all occupied `i`, then all shifted energies are positive. -/
theorem shiftedEnergy_pos (gap : ∀ i ∈ occ, ∀ j ∉ occ, ε i < ε j) {k : ι} (hk : k ∈ occ)
    {a : ℝ} (ha : ∀ i ∈ occ, ε k - ε i < a) (i : ι) :
    0 < shiftedEnergy ε occ (ε k) a i := by
  unfold shiftedEnergy
  split_ifs with hi
  · linarith [ha i hi]
  · linarith [gap k hk i hi]

/-- Let `v` be an eigenbasis of `H` with energies `ε`, let every empty energy exceed every occupied
one and let `k` be occupied. Then `H - ε k + a P_occ` is positive definite exactly when
`a > ε k - ε i` for all occupied `i`. -/
theorem posDef_iff (hH : ∀ i, H (v i) = (ε i : ℂ) • v i)
    (gap : ∀ i ∈ occ, ∀ j ∉ occ, ε i < ε j) {k : ι} (hk : k ∈ occ) (a : ℝ) :
    (∀ x : E, x ≠ 0 → 0 < ⟪x, shiftedOp H v occ (ε k) a x⟫_ℂ)
      ↔ ∀ i ∈ occ, ε k - ε i < a := by
  constructor
  · -- test on an occupied eigenstate
    intro h i hi
    have h1 := h (v i) (v.orthonormal.ne_zero i)
    rw [inner_shiftedOp hH, orthonormal_iff_ite.mp v.orthonormal i i, if_pos rfl,
      mul_one] at h1
    have h2 : 0 < shiftedEnergy ε occ (ε k) a i := by exact_mod_cast h1
    simp only [shiftedEnergy, if_pos hi] at h2
    linarith
  · intro ha x hx
    have hw := shiftedEnergy_pos gap hk ha
    -- a nonzero state has a nonzero coefficient
    have hne : ∃ i, ⟪v i, x⟫_ℂ ≠ 0 := by
      by_contra hcon
      refine hx (eq_of_coeff (v := v) fun i => ?_)
      rw [inner_zero_right]
      exact not_not.mp fun h => hcon ⟨i, h⟩
    obtain ⟨i, hi⟩ := hne
    have hsum : 0 < ∑ i, shiftedEnergy ε occ (ε k) a i * ‖⟪v i, x⟫_ℂ‖ ^ 2 :=
      Finset.sum_pos' (fun j _ => mul_nonneg (hw j).le (sq_nonneg _))
        ⟨i, Finset.mem_univ i, mul_pos (hw i) (pow_pos (norm_pos_iff.mpr hi) 2)⟩
    rw [expectation_shiftedOp hH]
    exact_mod_cast hsum

/-- Let `v` be an eigenbasis of `H` with energies `ε`. Under the gap condition, with `k` occupied,
`a > ε k - ε i` for all occupied `i`, and `b` orthogonal to the occupied states, the shifted
equation is solved by the sum over empty states and by nothing else. -/
theorem shifted_eq_iff_response (hH : ∀ i, H (v i) = (ε i : ℂ) • v i)
    (gap : ∀ i ∈ occ, ∀ j ∉ occ, ε i < ε j) {k : ι} (hk : k ∈ occ) {a : ℝ}
    (ha : ∀ i ∈ occ, ε k - ε i < a) {b : E} (hb : ∀ i ∈ occ, ⟪v i, b⟫_ℂ = 0) (x : E) :
    shiftedOp H v occ (ε k) a x = b ↔ x = response v ε occ k b := by
  have hw : ∀ i, (shiftedEnergy ε occ (ε k) a i : ℂ) ≠ 0 := fun i =>
    Complex.ofReal_ne_zero.mpr (shiftedEnergy_pos gap hk ha i).ne'
  -- coefficients of the sum over states
  have hr : ∀ i, ⟪v i, response v ε occ k b⟫_ℂ
      = ⟪v i, b⟫_ℂ / (shiftedEnergy ε occ (ε k) a i : ℂ) := by
    intro i
    simp only [response, inner_sum, inner_smul_right,
      orthonormal_iff_ite.mp v.orthonormal, mul_ite, mul_one, mul_zero,
      Finset.sum_ite_eq, Finset.mem_compl]
    by_cases hi : i ∈ occ
    · rw [if_neg (not_not.mpr hi), hb i hi, zero_div]
    · rw [if_pos hi, shiftedEnergy, if_neg hi, add_zero]
  constructor
  · intro h
    refine eq_of_coeff (v := v) fun i => ?_
    rw [hr, eq_div_iff (hw i), ← h, inner_shiftedOp hH, mul_comm]
  · intro h
    refine eq_of_coeff (v := v) fun i => ?_
    rw [inner_shiftedOp hH, h, hr, mul_comm, div_mul_cancel₀ _ (hw i)]

/-- **Sternheimer equation with projector shift.** Let `v` be an eigenbasis of `H` with energies
`ε`. Let every empty energy exceed every occupied one, `k` be occupied, `a > ε k - ε i` for all
occupied `i`, and `b` be orthogonal to the occupied states. Then `H - ε k + a P_occ` is positive
definite, its equation with right side `b` has one solution, and solving it means solving
`(H - ε k) x = b` with `x` orthogonal to the occupied states. -/
theorem sternheimer (hH : ∀ i, H (v i) = (ε i : ℂ) • v i)
    (gap : ∀ i ∈ occ, ∀ j ∉ occ, ε i < ε j) {k : ι} (hk : k ∈ occ) {a : ℝ}
    (ha : ∀ i ∈ occ, ε k - ε i < a) {b : E} (hb : ∀ i ∈ occ, ⟪v i, b⟫_ℂ = 0) :
    (∀ x : E, x ≠ 0 → 0 < ⟪x, shiftedOp H v occ (ε k) a x⟫_ℂ) ∧
    (∃! x : E, shiftedOp H v occ (ε k) a x = b) ∧
    ∀ x : E, shiftedOp H v occ (ε k) a x = b ↔
      H x - (ε k : ℂ) • x = b ∧ ∀ i ∈ occ, ⟪v i, x⟫_ℂ = 0 := by
  have key := shifted_eq_iff_response hH gap hk ha hb
  refine ⟨(posDef_iff hH gap hk a).mpr ha,
    ⟨response v ε occ k b, (key _).mpr rfl, fun y hy => (key y).mp hy⟩, fun x => ?_⟩
  -- the projector term vanishes on states orthogonal to the occupied ones
  have drop : (∀ i ∈ occ, ⟪v i, x⟫_ℂ = 0) →
      shiftedOp H v occ (ε k) a x = H x - (ε k : ℂ) • x := by
    intro h
    have hP : occProj v occ x = 0 := by
      change ∑ i ∈ occ, ⟪v i, x⟫_ℂ • v i = 0
      exact Finset.sum_eq_zero fun i hi => by rw [h i hi, zero_smul]
    simp only [shiftedOp, LinearMap.add_apply, LinearMap.sub_apply, LinearMap.smul_apply,
      LinearMap.id_apply, hP, smul_zero, add_zero]
  constructor
  · intro h
    have hx : ∀ i ∈ occ, ⟪v i, x⟫_ℂ = 0 := by
      intro i hi
      have h1 := inner_shiftedOp (occ := occ) hH (ε k) a i x
      rw [h, hb i hi] at h1
      exact (mul_eq_zero.mp h1.symm).resolve_left
        (Complex.ofReal_ne_zero.mpr (shiftedEnergy_pos gap hk ha i).ne')
    exact ⟨(drop hx).symm.trans h, hx⟩
  · rintro ⟨h, hx⟩
    exact (drop hx).trans h

/-- The three-level Hamiltonian with energies 0, 1 and 3 in the standard basis. -/
def threeLevel : EuclideanSpace ℂ (Fin 3) →ₗ[ℂ] EuclideanSpace ℂ (Fin 3) where
  toFun x := !₂[0, x 1, 3 * x 2]
  map_add' x y := by
    ext i
    fin_cases i <;> simp
    ring
  map_smul' c x := by
    ext i
    fin_cases i <;> simp
    ring

/-- The three-level Hamiltonian with its two lowest states occupied, the occupied level of
energy 1 and the shift `a = 2` meet the eigenbasis, gap and shift conditions. -/
theorem sternheimer_witness :
    (∀ i, threeLevel (EuclideanSpace.basisFun (Fin 3) ℂ i)
      = (((![0, 1, 3] : Fin 3 → ℝ) i : ℝ) : ℂ) • EuclideanSpace.basisFun (Fin 3) ℂ i) ∧
    (∀ i ∈ ({0, 1} : Finset (Fin 3)), ∀ j ∉ ({0, 1} : Finset (Fin 3)),
      (![0, 1, 3] : Fin 3 → ℝ) i < (![0, 1, 3] : Fin 3 → ℝ) j) ∧
    (∀ i ∈ ({0, 1} : Finset (Fin 3)),
      (![0, 1, 3] : Fin 3 → ℝ) 1 - (![0, 1, 3] : Fin 3 → ℝ) i < 2) := by
  refine ⟨fun i => ?_, fun i hi j hj => ?_, fun i hi => ?_⟩
  · ext j
    fin_cases i <;> fin_cases j <;> simp [threeLevel]
  · fin_cases i <;> fin_cases j <;> simp_all
  · fin_cases i <;> simp_all

end

end SternheimerEquation
```

```lean
#print axioms SternheimerEquation.sternheimer
-- 'SternheimerEquation.sternheimer' depends on axioms: [propext, Classical.choice, Quot.sound]
```

## Physical quantities in the formal statement

The type `ι` labels the states, `E` is the state space, and `v` is an orthonormal basis of `E` indexed by `ι`. The hypothesis `hH` says that each `v i` is an eigenvector of `H` with the real energy `ε i`; this makes `H` Hermitian. The finite set `occ` contains the occupied labels, and `hk` places `k` among them. The hypothesis `gap` stands for an insulating or closed-shell spectrum: it demands a strict separation between occupied and empty energies, while degeneracies within either group are allowed.

The operator $A$ is `shiftedOp H v occ (ε k) a`, and the weight $w_i$ is `shiftedEnergy ε occ (ε k) a i`. Lean's inner product is conjugate-linear in its first argument, as in Dirac notation. Positive definiteness is written as `0 < ⟪x, shiftedOp H v occ (ε k) a x⟫_ℂ` for every nonzero `x`. In the order used on the complex numbers, this says that the expectation value is real and positive.

The threshold for $a$ is the theorem `posDef_iff`. The theorem `sternheimer` adds the bound `ha` and the orthogonality `hb` of the right side, and concludes positive definiteness, existence of exactly one solution, and the equivalence with the unshifted equation. The explicit sum over empty states is `response`, identified as the solution in `shifted_eq_iff_response`. The three-level example appears in `sternheimer_witness`, which confirms its eigenbasis, gap and shift conditions.

## From the coefficient lemma to the theorem

The lemma `inner_shiftedOp` is the formula $\langle v_i,Ax\rangle=w_ic_i$. It expands `H x` in the basis, uses orthonormality to select one term, and separates occupied from empty labels. `expectation_shiftedOp` inserts the resolution of the identity, and `shiftedEnergy_pos` derives the positive weights from the gap and the bound.

In `posDef_iff`, one direction tests on an occupied eigenstate. The other finds a nonzero coefficient and applies `Finset.sum_pos'`, which makes a sum of nonnegative terms positive once one term is.

The proof of `shifted_eq_iff_response` compares coefficients and divides by the weights; `eq_of_coeff` then turns equal coefficients into equal states. In `sternheimer`, the intermediate statement `drop` removes the projector term for any `x` orthogonal to the occupied states. Both directions of the final equivalence use it.

## Exact orbitals, a strict gap and a fixed Hamiltonian

The guarantee concerns exact eigenstates of a fixed, finite-dimensional $H$. The theorems do not treat approximate orbitals, rounding, or the convergence rate of a solver. Partially occupied levels, as in metals, and generalised eigenproblems with an overlap matrix need different statements. The file takes the Sternheimer equation as given: its derivation from perturbation theory and the self-consistent update of $V$ are separate matters.

A different model would replace the list of occupied eigenstates by a subspace $S$ that a Hermitian $H$ maps into itself, with $P$ the orthogonal projector onto $S$ and a real number $e$ in place of $\varepsilon_k$. Positive definiteness would then amount to $\langle x,Hx\rangle>(e-a)\|x\|^2$ for nonzero $x$ in $S$, and $\langle x,Hx\rangle>e\|x\|^2$ for nonzero $x$ orthogonal to $S$. The operator in this version does not depend on which orthonormal basis of $S$ is stored, since a unitary rotation of the occupied orbitals among themselves leaves $P$ unchanged. The response of rotated orbitals that are not eigenstates would still need a further step, because their equations are in general coupled through the matrix elements of $H$ between occupied orbitals. The explicit sum over empty eigenstates would give way to the inverse of $H-e$ on the complement of $S$.
